# For a Hermitian matrix X, the minimal total variance of orthonormal orbitals spanning the range of a fixed orthogonal projector P is tr(PX(1−P)X)

## Occupied orbitals on a finite chain

Take non-interacting electrons on a finite chain, filling a set of orthonormal orbitals. Mixing these orbitals among themselves by a unitary matrix multiplies the Slater determinant by a phase and leaves the density matrix unchanged. The individual orbitals do change: one choice may spread each of them over the whole chain, while another concentrates each near a few sites. How compact can they be made, if compactness is measured by the sum of their position variances?

This sum is the Marzari–Vanderbilt spread restricted to one coordinate and to a finite set of orbitals. In this setting the minimum has a closed form, and diagonalising one matrix reaches it.

## Orbitals, projector and gauge

Let \(X\) be a Hermitian matrix, for instance the position along the chain. Let the orbitals \(\psi_j\) be the columns of a rectangular matrix \(A\), with \(A^\dagger A=1\). The projector onto their span is \(P=AA^\dagger\). A change of gauge replaces \(A\) by \(AV\) with \(V\) unitary, so the new orbitals are \(\psi'_j=\sum_k \psi_k V_{kj}\).

Write \(\langle M\rangle_j=\psi_j^\dagger M\psi_j\). The spread is

\[
\Omega(A)=\sum_j \big\langle (X-\langle X\rangle_j)^2\big\rangle_j .
\]

The claim is that some unitary \(U\) gives \(\Omega(AU)=\operatorname{tr}(PX(1-P)X)\), and that \(\Omega(AU)\le\Omega(AV)\) for every unitary \(V\).

## Splitting the spread

For any number \(c\) and a normalised orbital,

\[
\langle (X-c)^2\rangle_j=\langle X^2\rangle_j-2c\langle X\rangle_j+c^2 .
\]

Setting \(c=\langle X\rangle_j\) gives the variance \(\langle X^2\rangle_j-\langle X\rangle_j^2\).

Now let \(Y=A^\dagger XA\), so that \(Y_{ij}=\psi_i^\dagger X\psi_j\). This matrix is Hermitian, its diagonal elements are the real numbers \(\langle X\rangle_j\), and

\[
\Omega(A)=\operatorname{tr}(A^\dagger X^2A)-\sum_j |Y_{jj}|^2 .
\]

Expanding the proposed minimum and using cyclicity of the trace gives

\[
\operatorname{tr}(PX(1-P)X)=\operatorname{tr}(PX^2)-\operatorname{tr}(PXPX)
=\operatorname{tr}(A^\dagger X^2A)-\operatorname{tr}(Y^2).
\]

Since \(Y_{ji}=\overline{Y_{ij}}\), the last trace is \(\operatorname{tr}(Y^2)=\sum_j\sum_i Y_{ji}Y_{ij}=\sum_j\sum_i|Y_{ij}|^2\). Subtracting the two expressions leaves only the off-diagonal elements:

\[
\Omega(A)=\operatorname{tr}(PX(1-P)X)+\sum_j\sum_{i\ne j}|Y_{ij}|^2 .
\]

The first term equals \(\sum_j\|(1-P)X\psi_j\|^2\): it measures how far \(X\) carries the orbitals out of their own span. The second measures how strongly \(X\) couples different orbitals.

## Reaching the minimum

A change of gauge keeps the orbitals orthonormal and the projector fixed:

\[
(AV)^\dagger(AV)=V^\dagger A^\dagger AV=1,\qquad
(AV)(AV)^\dagger=AVV^\dagger A^\dagger=P .
\]

The splitting therefore holds for \(AV\) with the same first term, while \(Y\) becomes \(V^\dagger YV\). The second term is never negative, so no gauge goes below \(\operatorname{tr}(PX(1-P)X)\).

Because \(Y\) is Hermitian, there are a unitary \(U\) and a diagonal \(D\) with \(Y=UDU^\dagger\). In the gauge \(U\) the matrix of \(X\) between the orbitals is \(U^\dagger YU=D\), the second term vanishes, and the bound is attained.

With several coordinates there is one such matrix for each. These matrices need not commute, so in general no single gauge removes all the off-diagonal elements.

## The theorem in Lean's terms

In `exists_maximally_localised`, the finite type `n` labels the basis states and `m` labels the orbitals. The matrix `A : Matrix n m ℂ` holds the orbitals as columns. The hypothesis `hX` says that the observable is Hermitian, and `hA : Aᴴ * A = 1` says that the orbitals are orthonormal. The projector has no separate name in the statement and appears as `A * Aᴴ`.

The conclusion supplies a `U` in `Matrix.unitaryGroup m ℂ` with two properties. The spread of `A * U`, read as a complex number, equals the complex trace, so the equation also says that the trace is real. The spread of `A * U` is also at most that of `A * V` for every unitary `V`.

The definition `expect` does not divide by the norm of the state; `hA` supplies the normalisation. The definition `variance` takes a real part, which discards nothing for Hermitian \(X\), since \(\langle X\rangle\) is then real and \((X-\langle X\rangle)^2\) is Hermitian.

The matrix setting fixes two conventions. The basis is orthonormal, and \(X^2\) is the square of the matrix \(X\). In a tight-binding model with position diagonal in the sites, this is the usual squared position. In a truncated basis of continuous functions, the matrix of \(x^2\) generally differs from the square of the matrix of \(x\).

The theorem treats neither the position operator of an infinite periodic crystal nor gauges that depend on crystal momentum, and it says nothing about uniqueness of \(U\) or decay of the orbitals. For a finite, non-interacting model with one coordinate, it gives a localisation routine an exact target value that can be computed from \(P\) and \(X\) alone.

## The Lean file

```lean
import Mathlib

open Matrix

set_option maxHeartbeats 40000

namespace MaximalLocalisation

noncomputable section

variable {n m : Type*} [Fintype n] [DecidableEq n] [Fintype m] [DecidableEq m]

/-- The expectation value `⟨ψ|M|ψ⟩`. -/
def expect (M : Matrix n n ℂ) (ψ : n → ℂ) : ℂ := star ψ ⬝ᵥ M *ᵥ ψ

/-- The variance of `X` in the state `ψ`: the real part of the expectation value of `(X - ⟨X⟩)²`. -/
def variance (X : Matrix n n ℂ) (ψ : n → ℂ) : ℝ :=
  (expect ((X - expect X ψ • (1 : Matrix n n ℂ)) ^ 2) ψ).re

/-- The total spread: the sum of the variances of `X` over the orbitals, the columns of `A`. -/
def spread (X : Matrix n n ℂ) (A : Matrix n m ℂ) : ℝ :=
  ∑ j, variance X (fun i => A i j)

/-- The real part of `tr (P X (1 - P) X)`. -/
def invariantSpread (X P : Matrix n n ℂ) : ℝ := (trace (P * X * (1 - P) * X)).re

/-- For Hermitian `X` and `P` the trace `tr (P X (1 - P) X)` is real. -/
theorem invariantSpread_coe {X P : Matrix n n ℂ} (hX : X.IsHermitian) (hP : P.IsHermitian) :
    (invariantSpread X P : ℂ) = trace (P * X * (1 - P) * X) := by
  have hreal : star (trace (P * X * (1 - P) * X)) = trace (P * X * (1 - P) * X) := by
    rw [← Matrix.trace_conjTranspose]
    simp only [conjTranspose_mul, conjTranspose_sub, conjTranspose_one, hX.eq, hP.eq]
    -- cyclicity moves `P` back to the front
    have h : X * ((1 - P) * (X * P)) = (X * (1 - P) * X) * P := by
      simp only [Matrix.mul_assoc]
    rw [h, Matrix.trace_mul_comm]
    simp only [Matrix.mul_assoc]
  have hre : ∀ z : ℂ, star z = z → (z.re : ℂ) = z :=
    fun z hz => Complex.conj_eq_iff_re.mp hz
  rw [invariantSpread]
  exact hre _ hreal

omit [DecidableEq n] [Fintype m] [DecidableEq m] in
/-- The expectation value of `M` in the `j`-th orbital is the `j`-th diagonal element of
`A† M A`. -/
theorem expect_column (M : Matrix n n ℂ) (A : Matrix n m ℂ) (j : m) :
    expect M (fun i => A i j) = (Aᴴ * M * A) j j := by
  rw [Matrix.mul_assoc]
  simp only [expect, dotProduct, Matrix.mulVec, Matrix.mul_apply, Pi.star_apply,
    conjTranspose_apply]

/-- In a normalised state the variance is the real part of `⟨X²⟩ - ⟨X⟩²`. -/
theorem variance_eq (X : Matrix n n ℂ) (ψ : n → ℂ) (hψ : star ψ ⬝ᵥ ψ = 1) :
    variance X ψ = (expect (X * X) ψ - expect X ψ ^ 2).re := by
  have key : ∀ c : ℂ, expect ((X - c • (1 : Matrix n n ℂ)) ^ 2) ψ
      = expect (X * X) ψ - 2 * c * expect X ψ + c ^ 2 := by
    intro c
    have h : (X - c • (1 : Matrix n n ℂ)) ^ 2
        = X * X - (2 * c) • X + (c ^ 2) • (1 : Matrix n n ℂ) := by
      have hm : ∀ a b d : Matrix n n ℂ, a - b - (b - d) = a - (b + b) + d := by
        intro a b d
        abel
      simp only [pow_two, sub_mul, mul_sub, smul_mul_assoc, mul_smul_comm, one_mul, mul_one,
        smul_sub, smul_smul, two_mul, add_smul]
      exact hm _ _ _
    rw [h]
    simp only [expect, Matrix.add_mulVec, Matrix.sub_mulVec, Matrix.smul_mulVec,
      Matrix.one_mulVec, dotProduct_add, dotProduct_sub, dotProduct_smul, hψ, smul_eq_mul,
      mul_one]
  have hc : ∀ a b : ℂ, a - 2 * b * b + b ^ 2 = a - b ^ 2 := by
    intro a b
    ring
  rw [variance, key, hc]

/-- For Hermitian `X` the spread of orthonormal orbitals is `tr (P X (1 - P) X)`, with `P` the
projector onto their span, plus the squared moduli of the off-diagonal matrix elements of `X`
between them. -/
theorem spread_decomposition {X : Matrix n n ℂ} {A : Matrix n m ℂ} (hX : X.IsHermitian)
    (hA : Aᴴ * A = 1) :
    spread X A = invariantSpread X (A * Aᴴ)
      + ∑ j, ∑ i ∈ Finset.univ.erase j, ‖(Aᴴ * X * A) i j‖ ^ 2 := by
  have hY : (Aᴴ * X * A).IsHermitian := Matrix.isHermitian_conjTranspose_mul_mul A hX
  have htr : trace (A * Aᴴ * X * ((1 : Matrix n n ℂ) - A * Aᴴ) * X)
      = trace (Aᴴ * (X * X) * A) - trace ((Aᴴ * X * A) * (Aᴴ * X * A)) := by
    have h : A * Aᴴ * X * ((1 : Matrix n n ℂ) - A * Aᴴ) * X
        = A * (Aᴴ * (X * X)) - A * (Aᴴ * X * A * Aᴴ * X) := by
      simp only [Matrix.mul_sub, Matrix.sub_mul, Matrix.mul_one, Matrix.mul_assoc]
    rw [h, Matrix.trace_sub, Matrix.trace_mul_comm A (Aᴴ * (X * X)),
      Matrix.trace_mul_comm A (Aᴴ * X * A * Aᴴ * X)]
    simp only [Matrix.mul_assoc]
  obtain ⟨Y, hYd⟩ : ∃ Y, Y = Aᴴ * X * A := ⟨_, rfl⟩
  rw [← hYd] at hY htr ⊢
  have hprod : ∀ i j, (Y j i * Y i j).re = ‖Y i j‖ ^ 2 := by
    intro i j
    rw [← hY.apply j i, Complex.sq_norm, Complex.normSq_apply]
    simp only [Complex.star_def, Complex.mul_re, Complex.conj_re, Complex.conj_im, neg_mul,
      sub_neg_eq_add]
  have hvar : ∀ j, variance X (fun i => A i j)
      = ((Aᴴ * (X * X) * A) j j).re - ‖Y j j‖ ^ 2 := by
    intro j
    have hn : star (fun i => A i j) ⬝ᵥ (fun i => A i j) = 1 := by
      have h : (Aᴴ * A) j j = 1 := by rw [hA, Matrix.one_apply_eq]
      simpa only [Matrix.mul_apply, conjTranspose_apply, dotProduct, Pi.star_apply] using h
    rw [variance_eq X (fun i => A i j) hn, expect_column (X * X) A j, expect_column X A j,
      ← hYd, Complex.sub_re, pow_two (Y j j), hprod j j]
  have hsum : ∀ j, ∑ i, ‖Y i j‖ ^ 2
      = ‖Y j j‖ ^ 2 + ∑ i ∈ Finset.univ.erase j, ‖Y i j‖ ^ 2 := fun j =>
    (Finset.add_sum_erase Finset.univ (fun i => ‖Y i j‖ ^ 2) (Finset.mem_univ j)).symm
  have hYY : (trace (Y * Y)).re = ∑ j, ∑ i, ‖Y i j‖ ^ 2 := by
    simp only [Matrix.trace, Matrix.diag_apply, Matrix.mul_apply, Complex.re_sum, hprod]
  have hXX : (trace (Aᴴ * (X * X) * A)).re = ∑ j, ((Aᴴ * (X * X) * A) j j).re := by
    simp only [Matrix.trace, Matrix.diag_apply, Complex.re_sum]
  rw [invariantSpread, htr, Complex.sub_re, hYY, hXX, spread]
  have hs : ∀ a b c : ℝ, a - b = a - (b + c) + c := by
    intro a b c
    ring
  simp only [hvar, hsum, Finset.sum_sub_distrib, Finset.sum_add_distrib]
  exact hs _ _ _

/-- For Hermitian `X` the spread of orthonormal orbitals equals `tr (P X (1 - P) X)`, with `P` the
projector onto their span, exactly when `X` has no matrix elements between different orbitals. -/
theorem spread_eq_iff_diagonal {X : Matrix n n ℂ} {A : Matrix n m ℂ} (hX : X.IsHermitian)
    (hA : Aᴴ * A = 1) :
    spread X A = invariantSpread X (A * Aᴴ) ↔ ∀ i j, i ≠ j → (Aᴴ * X * A) i j = 0 := by
  rw [spread_decomposition hX hA, add_eq_left]
  have hin : ∀ j, ∀ i ∈ Finset.univ.erase j, 0 ≤ ‖(Aᴴ * X * A) i j‖ ^ 2 :=
    fun j i _ => sq_nonneg ‖(Aᴴ * X * A) i j‖
  have hout : ∀ j ∈ (Finset.univ : Finset m),
      0 ≤ ∑ i ∈ Finset.univ.erase j, ‖(Aᴴ * X * A) i j‖ ^ 2 :=
    fun j _ => Finset.sum_nonneg (hin j)
  rw [Finset.sum_eq_zero_iff_of_nonneg hout]
  constructor
  · intro h i j hij
    have h1 := (Finset.sum_eq_zero_iff_of_nonneg (hin j)).mp (h j (Finset.mem_univ j)) i
      (Finset.mem_erase.mpr ⟨hij, Finset.mem_univ i⟩)
    exact norm_eq_zero.mp ((pow_eq_zero_iff two_ne_zero).mp h1)
  · intro h j _
    refine Finset.sum_eq_zero fun i hi => ?_
    rw [h i j (Finset.ne_of_mem_erase hi), norm_zero, zero_pow two_ne_zero]


/-- One-dimensional maximal localisation: for Hermitian `X` and orthonormal orbitals spanning the
range of the projector `P`, some unitary mixing of the orbitals has total spread `tr (P X (1 - P)
X)`, and no unitary mixing has a smaller one. -/
theorem exists_maximally_localised {X : Matrix n n ℂ} {A : Matrix n m ℂ} (hX : X.IsHermitian)
    (hA : Aᴴ * A = 1) :
    ∃ U ∈ Matrix.unitaryGroup m ℂ,
      (spread X (A * U) : ℂ) = trace (A * Aᴴ * X * ((1 : Matrix n n ℂ) - A * Aᴴ) * X) ∧
      ∀ V ∈ Matrix.unitaryGroup m ℂ, spread X (A * U) ≤ spread X (A * V) := by
  -- a change of gauge keeps the orbitals orthonormal and the projector fixed
  have horth : ∀ V ∈ Matrix.unitaryGroup m ℂ, (A * V)ᴴ * (A * V) = 1 := by
    intro V hV
    have hV' : Vᴴ * V = 1 := Matrix.mem_unitaryGroup_iff'.mp hV
    rw [conjTranspose_mul, Matrix.mul_assoc, ← Matrix.mul_assoc Aᴴ, hA, Matrix.one_mul, hV']
  have hproj : ∀ V ∈ Matrix.unitaryGroup m ℂ, (A * V) * (A * V)ᴴ = A * Aᴴ := by
    intro V hV
    have hV' : V * Vᴴ = 1 := Matrix.mem_unitaryGroup_iff.mp hV
    rw [conjTranspose_mul, Matrix.mul_assoc, ← Matrix.mul_assoc V, hV', Matrix.one_mul]
  -- the optimal gauge diagonalises the projected observable
  have hspec : ∀ H : Matrix m m ℂ, H.IsHermitian →
      ∃ U ∈ Matrix.unitaryGroup m ℂ, ∃ d : m → ℂ, H = U * diagonal d * Uᴴ := by
    intro H hH
    have hs := hH.spectral_theorem
    rw [Unitary.conjStarAlgAut_apply] at hs
    generalize hH.eigenvectorUnitary = W at hs
    exact ⟨W.1, W.2, _, hs⟩
  obtain ⟨U, hU, d, hd⟩ := hspec _ (Matrix.isHermitian_conjTranspose_mul_mul A hX)
  have hU' : Uᴴ * U = 1 := Matrix.mem_unitaryGroup_iff'.mp hU
  have hdiag : (A * U)ᴴ * X * (A * U) = diagonal d := by
    calc (A * U)ᴴ * X * (A * U) = Uᴴ * (Aᴴ * X * A) * U := by
          simp only [conjTranspose_mul, Matrix.mul_assoc]
      _ = (Uᴴ * U) * diagonal d * (Uᴴ * U) := by
          rw [hd]
          simp only [Matrix.mul_assoc]
      _ = diagonal d := by rw [hU', Matrix.one_mul, Matrix.mul_one]
  have hmin : spread X (A * U) = invariantSpread X (A * Aᴴ) := by
    rw [← hproj U hU, spread_eq_iff_diagonal hX (horth U hU), hdiag]
    exact fun i j hij => Matrix.diagonal_apply_ne d hij
  refine ⟨U, hU, ?_, fun V hV => ?_⟩
  · rw [hmin, invariantSpread_coe hX (Matrix.isHermitian_mul_conjTranspose_self A)]
  · rw [hmin, spread_decomposition hX (horth V hV), hproj V hV]
    exact le_add_of_nonneg_right
      (Finset.sum_nonneg fun j _ => Finset.sum_nonneg fun i _ => sq_nonneg _)

end

end MaximalLocalisation
```

```lean
#print axioms MaximalLocalisation.exists_maximally_localised
```

```
'MaximalLocalisation.exists_maximally_localised' depends on axioms: [propext, Classical.choice, Quot.sound]
```

## From variances to off-diagonal elements

`invariantSpread_coe` shows that the trace is real. Taking the adjoint reverses the order of the factors, and `Matrix.trace_mul_comm` moves \(P\) back to the front. Only Hermiticity of \(X\) and \(P\) is used.

`expect_column` identifies \(\langle M\rangle_j\) with the diagonal element \((A^\dagger MA)_{jj}\). In `variance_eq`, the step `key` expands the square for an arbitrary number \(c\), as in the derivation above, and the expectation value is inserted afterwards.

`spread_decomposition` assembles the splitting:

- `htr` expands the trace and applies cyclicity to each of the two terms.
- `hprod` turns \(Y_{ji}Y_{ij}\) into \(|Y_{ij}|^2\) by Hermiticity.
- `hvar` writes each variance through diagonal elements, after reading the normalisation of column \(j\) off `hA`.
- `hYY` writes \(\operatorname{tr}(Y^2)\) as a double sum, and `hsum` separates the term \(i=j\) from the rest. The set `Finset.univ.erase j` is the range \(i\neq j\).

The remaining algebra is the cancellation of the diagonal terms.

`spread_eq_iff_diagonal` characterises equality. A sum of non-negative terms is zero exactly when each term is zero, so the spread equals the invariant part exactly when \(Y_{ij}=0\) for all \(i\ne j\). The lemma is applied to the outer sum and then to the inner one.

## Choosing the gauge in the proof

In the main theorem, `horth` and `hproj` are the two gauge identities: orthonormality is preserved and the projector is unchanged. The step `hspec` extracts from Mathlib's spectral theorem a unitary and a diagonal matrix for any Hermitian matrix. Applied to \(A^\dagger XA\), it supplies `U`.

The calculation `hdiag` then verifies that \((AU)^\dagger X(AU)\) is diagonal. Through `spread_eq_iff_diagonal`, this gives `hmin`, the value of the spread in the chosen gauge. The first half of the conclusion follows from `hmin` and the reality of the trace.

For the second half, the proof applies `spread_decomposition` to `A * V` and uses `hproj` to replace its projector by that of `A`. What remains is that adding a sum of squares cannot lower a real number, which is `le_add_of_nonneg_right`.
